# The pseudocontact shift as the tetrahedral average of the dipolar shift tensor

**Q.** A nucleus sits at distance $r$ in unit direction $n$ from a paramagnetic centre with susceptibility tensor $\chi$. A field $B_0$ induces the moment $\chi B_0/\mu_0$ ($\mu_0$ the vacuum permeability), whose dipole field at the nucleus is $TB_0$ with
$$T=\frac{(3nn^T-1)\chi}{4\pi r^3}.$$
In solution the molecule tumbles and one number survives, the pseudocontact shift. I doubt that a statement about matrices captures this.

**A.** Take the definitions. Indices $0,1,2$ are $x,y,z$, and $n=(\sin t\cos p,\sin t\sin p,\cos t)$ with polar angle $t$ and azimuth $p$, any reals. `dipTensor` is $D=3nn^T-1$, `dipShift` is $T$, and `iso` is $\operatorname{tr}T/3$.

```lean
import Mathlib

open Matrix Real

namespace PseudocontactShift

noncomputable section

/-- Unit vector from the paramagnetic centre to the nucleus at polar angles `t`, `p`. -/
def dir (t p : ℝ) : Fin 3 → ℝ := ![sin t * cos p, sin t * sin p, cos t]

/-- Angular part `3 n nᵀ - 1` of the point-dipole coupling. -/
def dipTensor (n : Fin 3 → ℝ) : Matrix (Fin 3) (Fin 3) ℝ := (3 : ℝ) • vecMulVec n n - 1

/-- Dipolar shift tensor `(3 n nᵀ - 1) χ / (4 π r³)` of a nucleus at distance `r` in
direction `n` from a centre with susceptibility tensor `χ`. -/
def dipShift (χ : Matrix (Fin 3) (Fin 3) ℝ) (n : Fin 3 → ℝ) (r : ℝ) :
    Matrix (Fin 3) (Fin 3) ℝ :=
  (4 * π * r ^ 3)⁻¹ • (dipTensor n * χ)

/-- Isotropic part `tr T / 3` of a shift tensor. -/
def iso (T : Matrix (Fin 3) (Fin 3) ℝ) : ℝ := T.trace / 3
```

In the principal frame $\chi=\operatorname{diag}(c_0,c_1,c_2)$, with arbitrary real $c_i$. The anisotropies are $\Delta_{ax}=c_2-(c_0+c_1)/2$ and $\Delta_{rh}=c_0-c_1$. The shift $\delta$, `pcs`, has the sign of the added field along $B_0$, and $\chi$ is an SI volume per molecule, so $\delta$ is dimensionless.

```lean
/-- Axial anisotropy `χ_z - (χ_x + χ_y)/2` of the principal susceptibilities. -/
def dAx (c : Fin 3 → ℝ) : ℝ := c 2 - (c 0 + c 1) / 2

/-- Rhombic anisotropy `χ_x - χ_y` of the principal susceptibilities. -/
def dRh (c : Fin 3 → ℝ) : ℝ := c 0 - c 1

/-- Pseudocontact shift: the isotropic part of the dipolar shift tensor in the principal
frame of the susceptibility, with principal values `c`. -/
def pcs (c : Fin 3 → ℝ) (r t p : ℝ) : ℝ := iso (dipShift (diagonal c) (dir t p) r)
```

**Q.** So $\delta=\operatorname{tr}T/3$ by definition, which assumes the answer.

**A.** Tumbling is defined independently. A rotation $R$ of the molecule sends $n\to Rn$ and $\chi\to R\chi R^T$, hence $T\to RTR^T$. `tumble` averages this with equal weights over twelve matrices $R_{ks}$. Row $i$ holds a sign $\sigma_{si}$ (`sgn s i`) in column $i+k \bmod 3$ (`cyc k i`), with $k=0,1,2$ and four sign patterns $s$ of product $+1$.

```lean
/-- The three cyclic permutations of the Cartesian axes. -/
def cyc : Fin 3 → Fin 3 → Fin 3 := ![![0, 1, 2], ![1, 2, 0], ![2, 0, 1]]

/-- The four sign patterns on the axes with product `+1`. -/
def sgn : Fin 4 → Fin 3 → ℝ := ![![1, 1, 1], ![1, -1, -1], ![-1, 1, -1], ![-1, -1, 1]]

/-- The twelve tetrahedral rotation matrices: a cyclic permutation of axes with signs. -/
def tetRot (k : Fin 3) (s : Fin 4) : Matrix (Fin 3) (Fin 3) ℝ :=
  Matrix.of fun i j => if j = cyc k i then sgn s i else 0

/-- Tumbling average: the mean of `R T Rᵀ` over the twelve tetrahedral rotations. -/
def tumble (T : Matrix (Fin 3) (Fin 3) ℝ) : Matrix (Fin 3) (Fin 3) ℝ :=
  (1 / 12 : ℝ) • ∑ k, ∑ s, tetRot k s * T * (tetRot k s)ᵀ
```

`tetRot_rotation` checks case by case that $RR^T=1$ and $\det R=1$. `tetRot_conj_apply` uses the single nonzero entry per row to give $(R_{ks}TR_{ks}^T)_{ij}=\sigma_{si}\,T_{i+k,\,j+k}\,\sigma_{sj}$.

```lean
/-- Each tetrahedral matrix is a proper rotation: orthogonal with determinant one. -/
theorem tetRot_rotation (k : Fin 3) (s : Fin 4) :
    tetRot k s * (tetRot k s)ᵀ = 1 ∧ (tetRot k s).det = 1 := by
  constructor
  · ext i j
    fin_cases k <;> fin_cases s <;> fin_cases i <;> fin_cases j <;>
      simp [tetRot, Matrix.mul_apply, Fin.sum_univ_three, cyc, sgn]
  · fin_cases k <;> fin_cases s <;> simp [Matrix.det_fin_three, tetRot, cyc, sgn]

/-- A tetrahedral rotation permutes the components of a tensor cyclically and multiplies
them by signs. -/
theorem tetRot_conj_apply (k : Fin 3) (s : Fin 4) (T : Matrix (Fin 3) (Fin 3) ℝ)
    (i j : Fin 3) :
    (tetRot k s * T * (tetRot k s)ᵀ) i j = sgn s i * T (cyc k i) (cyc k j) * sgn s j := by
  simp [tetRot, Matrix.mul_apply, Matrix.transpose_apply]
```

**Q.** Where does the angular formula come from?

**A.** First, $\operatorname{tr}(nn^T\chi)=\sum_{ij}n_in_j\chi_{ji}=n\cdot\chi n$, so $\operatorname{tr}(D\chi)=3\,n\cdot\chi n-\operatorname{tr}\chi$ for any $n$ and $\chi$. Lean expands the sums and closes with `ring`. Setting $\chi=1$ and $n\cdot n=1$ gives $\operatorname{tr}D=0$, the step `h0`, so adding $a\cdot1$ to $\chi$, with $a$ real, leaves the trace unchanged.

```lean
/-- For any susceptibility tensor, `tr ((3 n nᵀ - 1) χ) = 3 n·χn - tr χ`. -/
theorem trace_dipTensor_mul (n : Fin 3 → ℝ) (χ : Matrix (Fin 3) (Fin 3) ℝ) :
    (dipTensor n * χ).trace = 3 * (n ⬝ᵥ χ *ᵥ n) - χ.trace := by
  rw [dipTensor, sub_mul, one_mul, Matrix.trace_sub]
  simp only [Matrix.trace, Matrix.diag_apply, Matrix.mul_apply, Matrix.smul_apply,
    Matrix.vecMulVec_apply, dotProduct, Matrix.mulVec, Fin.sum_univ_three, smul_eq_mul]
  ring

/-- For a unit direction, adding an isotropic term to the susceptibility leaves
`tr ((3 n nᵀ - 1) χ)` unchanged. -/
theorem trace_dipTensor_add_isotropic (n : Fin 3 → ℝ) (hn : n ⬝ᵥ n = 1)
    (χ : Matrix (Fin 3) (Fin 3) ℝ) (a : ℝ) :
    (dipTensor n * (χ + a • (1 : Matrix (Fin 3) (Fin 3) ℝ))).trace
      = (dipTensor n * χ).trace := by
  -- the dipolar tensor of a unit vector is traceless
  have h0 : (dipTensor n * 1).trace = 0 := by
    rw [trace_dipTensor_mul, Matrix.one_mulVec, hn, Matrix.trace_one]
    simp
  rw [Matrix.mul_add, Matrix.trace_add, Matrix.mul_smul, Matrix.trace_smul, h0]
  simp
```

For diagonal $\chi$ the trace is $\sum_i c_i(3n_i^2-1)$. Put $m=(c_0+c_1)/2$, so that $c_0=m+\Delta_{rh}/2$, $c_1=m-\Delta_{rh}/2$, $c_2=m+\Delta_{ax}$. Then
$$\operatorname{tr}(D\chi)=3m(n\cdot n-1)+\Delta_{ax}(3n_2^2-1)+\tfrac32\Delta_{rh}(n_0^2-n_1^2).$$
The first term vanishes and $n_0^2-n_1^2=\sin^2t\cos2p$. Since $\delta=\operatorname{tr}(D\chi)/(12\pi r^3)$,
$$12\pi r^3\delta=F,\qquad F=\Delta_{ax}(3\cos^2t-1)+\tfrac32\Delta_{rh}\sin^2t\cos2p.$$
In `pcs_polar`, `hcancel` removes the prefactor, `cos_two_mul` expands $\cos2p$, and `linear_combination` does the regrouping directly with $\sin^2+\cos^2=1$ for each angle. The hypothesis `hr` excludes $r=0$, where Lean's inverse of zero is zero and the left side would vanish whatever $F$ is.

```lean
/-- At distance `r > 0`, `12 π r³` times the pseudocontact shift equals
`Δax (3 cos² t - 1) + (3/2) Δrh sin² t cos 2p`. -/
theorem pcs_polar (c : Fin 3 → ℝ) (r t p : ℝ) (hr : 0 < r) :
    12 * π * r ^ 3 * pcs c r t p
      = dAx c * (3 * cos t ^ 2 - 1) + 3 / 2 * dRh c * sin t ^ 2 * cos (2 * p) := by
  have hπ : π ≠ 0 := pi_ne_zero
  have hr' : r ≠ 0 := hr.ne'
  have hcancel : ∀ A : ℝ, 12 * π * r ^ 3 * ((4 * π * r ^ 3)⁻¹ * A / 3) = A := by
    intro A
    field_simp
    ring
  have n0 : dir t p 0 = sin t * cos p := rfl
  have n1 : dir t p 1 = sin t * sin p := rfl
  have n2 : dir t p 2 = cos t := rfl
  rw [pcs, iso, dipShift, Matrix.trace_smul, smul_eq_mul, hcancel, trace_dipTensor_mul]
  simp only [Matrix.trace_diagonal, dotProduct, Matrix.mulVec_diagonal,
    Fin.sum_univ_three, n0, n1, n2, dAx, dRh]
  -- regroup the principal values with sin² + cos² = 1 for both angles
  rw [cos_two_mul]
  linear_combination 3 / 2 * (c 0 + c 1) * sin_sq_add_cos_sq t
    + 3 * c 1 * sin t ^ 2 * sin_sq_add_cos_sq p
```

**Q.** And the average?

**A.** Sum the conjugation formula over $s$. The sign patterns satisfy $\sum_s\sigma_{si}\sigma_{sj}=4$ for $i=j$ and $0$ otherwise, so off-diagonal entries cancel. A diagonal entry becomes $\frac{4}{12}\sum_kT_{i+k,\,i+k}=\operatorname{tr}T/3$. This is `havg`, established entry by entry for any real $3\times3$ matrix inside the proof. With `pcs_polar` it yields `tumble_dipShift`: for $r>0$ and diagonal $\chi$, $12\pi r^3$ times the averaged $T$ equals $F\cdot1$. The averaged extra field is parallel to $B_0$ for every field direction, with coefficient $\delta$.

```lean
/-- At distance `r > 0`, `12 π r³` times the tumbling average of the dipolar shift tensor is
the identity times `Δax (3 cos² t - 1) + (3/2) Δrh sin² t cos 2p`. -/
theorem tumble_dipShift (c : Fin 3 → ℝ) (r t p : ℝ) (hr : 0 < r) :
    (12 * π * r ^ 3) • tumble (dipShift (diagonal c) (dir t p) r)
      = (dAx c * (3 * cos t ^ 2 - 1) + 3 / 2 * dRh c * sin t ^ 2 * cos (2 * p))
        • (1 : Matrix (Fin 3) (Fin 3) ℝ) := by
  -- signs cancel off-diagonal entries, cyclic permutations equalise diagonal ones
  have havg : ∀ T : Matrix (Fin 3) (Fin 3) ℝ,
      tumble T = iso T • (1 : Matrix (Fin 3) (Fin 3) ℝ) := by
    intro T
    ext i j
    simp only [tumble, Matrix.smul_apply, Matrix.sum_apply, tetRot_conj_apply]
    fin_cases i <;> fin_cases j <;>
      simp [Fin.sum_univ_three, Fin.sum_univ_four, cyc, sgn, iso, Matrix.trace] <;>
      ring
  rw [havg, smul_smul, ← pcs_polar c r t p hr, pcs]
```

**Q.** A molecule visits all orientations, not twelve.

**A.** The theorem concerns the twelve. The uniform average over all rotations gives the same $\operatorname{tr}T/3$ for a rank-two tensor, but that comparison is my remark and appears in none of the theorems. Equal weights are assumed, so partial alignment by the field is excluded. So are the contact shift, spin density of finite extent and internal motion: $r,t,p$ are fixed in the molecule. For such a rigid point-dipole model, $F/(12\pi r^3)$ is the expression that ties measured pseudocontact shifts to nuclear positions in structure refinement.

**Q.** Give me numbers.

**A.** Take $c=(3,1,5)$, so $\Delta_{ax}=3$ and $\Delta_{rh}=2$, with $t=\pi/2$, $p=\pi/6$, $n=(\sqrt3/2,1/2,0)$. Then
$$D\chi=\begin{pmatrix}15/4&3\sqrt3/4&0\\9\sqrt3/4&-1/4&0\\0&0&-5\end{pmatrix},$$
which is not symmetric and has trace $-3/2$. The formula gives $F=3(-1)+\tfrac32\cdot2\cdot1\cdot\tfrac12=-3/2$, so $\delta=-1/(8\pi r^3)$.

**Q.** But $D$ is traceless, so it averages to zero, and I would have concluded that the shift does too.

**A.** That averages $D$ and $\chi$ separately and multiplies the averages. Both factors turn with the same $R$, so the product $RD\chi R^T$ is what must be averaged, as `tumble` does. The separate route gives $0$ where the example has $-3/2$.

**Q.** When does the shift vanish?

**A.** In every direction exactly when $c_0=c_1=c_2$, at any fixed $r>0$. On the $z$ axis ($t=0$, `hz`) $F=2\Delta_{ax}$, and on the $x$ axis ($t=\pi/2$, $p=0$, `hx`) $F=-\Delta_{ax}+\tfrac32\Delta_{rh}$. Both zero forces $\Delta_{ax}=\Delta_{rh}=0$, which `linarith` turns into equal $c_i$. Conversely equal $c_i$ give $F=0$, and `mul_left_cancel₀` divides by $12\pi r^3$.

```lean
/-- At distance `r > 0` the pseudocontact shift vanishes in every direction exactly when
the three principal susceptibilities are equal. -/
theorem pcs_eq_zero_iff_isotropic (c : Fin 3 → ℝ) (r : ℝ) (hr : 0 < r) :
    (∀ t p, pcs c r t p = 0) ↔ c 0 = c 1 ∧ c 1 = c 2 := by
  constructor
  · intro h
    -- probe the z axis and the x axis
    have hz := pcs_polar c r 0 0 hr
    have hx := pcs_polar c r (π / 2) 0 hr
    rw [h, mul_zero, mul_zero, cos_zero, sin_zero, dAx, dRh] at hz
    rw [h, mul_zero, mul_zero, cos_zero, cos_pi_div_two, sin_pi_div_two, dAx, dRh] at hx
    constructor <;> linarith
  · rintro ⟨h01, h12⟩ t p
    have h := pcs_polar c r t p hr
    have hax : dAx c = 0 := by rw [dAx]; linarith
    have hrh : dRh c = 0 := by rw [dRh]; linarith
    have hpos : 12 * π * r ^ 3 ≠ 0 := by positivity
    rw [hax, hrh] at h
    apply mul_left_cancel₀ hpos
    linear_combination h
```

For $c_0=c_1$ and $c_2\ne c_0$ we have $\Delta_{rh}=0$ and $\Delta_{ax}\neq0$, so $12\pi r^3\delta=\Delta_{ax}(3\cos^2t-1)$. Cancelling $\Delta_{ax}$ in one direction and $12\pi r^3$ in the other shows that $\delta=0$ exactly when $\cos^2t=1/3$. The cone depends on axial symmetry: with $c=(3,1,5)$, $F=-3+3=0$ on the $x$ axis, where $\cos^2t=0$.

```lean
/-- For an axially symmetric, anisotropic susceptibility and `r > 0`, the pseudocontact
shift vanishes exactly on the cone `cos² t = 1/3`. -/
theorem pcs_axial_eq_zero_iff (c : Fin 3 → ℝ) (r t p : ℝ) (hr : 0 < r)
    (hxy : c 0 = c 1) (hz : c 2 ≠ c 0) :
    pcs c r t p = 0 ↔ cos t ^ 2 = 1 / 3 := by
  have h := pcs_polar c r t p hr
  have hrh : dRh c = 0 := by rw [dRh]; linarith
  have hax : dAx c ≠ 0 := by
    intro h0
    rw [dAx] at h0
    exact hz (by linarith)
  have hpos : 12 * π * r ^ 3 ≠ 0 := by positivity
  rw [hrh] at h
  constructor
  · intro h0
    rw [h0] at h
    apply mul_left_cancel₀ hax
    linear_combination (-1 / 3 : ℝ) * h
  · intro h0
    apply mul_left_cancel₀ hpos
    linear_combination h + 3 * dAx c * h0

end

end PseudocontactShift
```
```lean
#print axioms PseudocontactShift.trace_dipTensor_add_isotropic
-- 'PseudocontactShift.trace_dipTensor_add_isotropic' depends on axioms: [propext, Classical.choice, Quot.sound]
#print axioms PseudocontactShift.tumble_dipShift
-- 'PseudocontactShift.tumble_dipShift' depends on axioms: [propext, Classical.choice, Quot.sound]
#print axioms PseudocontactShift.pcs_eq_zero_iff_isotropic
-- 'PseudocontactShift.pcs_eq_zero_iff_isotropic' depends on axioms: [propext, Classical.choice, Quot.sound]
#print axioms PseudocontactShift.pcs_axial_eq_zero_iff
-- 'PseudocontactShift.pcs_axial_eq_zero_iff' depends on axioms: [propext, Classical.choice, Quot.sound]
```
